# At fixed surface ratio, the irregular-to-regular amplitude ratio of a small-radius Dirac solution scales as \(R^{2\gamma}\)

Let \(P(r)\) and \(Q(r)\) be the large and small radial components of a one-electron Dirac function, \(\kappa\) the relativistic angular quantum number, and \(z = Z\alpha\) the nuclear charge \(Z\) times the fine-structure constant \(\alpha\). Close to a point charge the Coulomb term \(z/r\) exceeds the energy and mass terms. Dropping those leaves

\[
P' = \frac{-\kappa P + zQ}{r}, \qquad Q' = \frac{\kappa Q - zP}{r}.
\]

The sign convention is the one in which \(\kappa=-1\) labels \(s_{1/2}\) states. Throughout, \(0<z<|\kappa|\) and

\[
\gamma = \sqrt{\kappa^2 - z^2} > 0 .
\]

The system has two power-law modes, \(r^{\gamma}(z,\kappa+\gamma)\), called regular, and \(r^{-\gamma}(z,\kappa-\gamma)\), called irregular. Their amplitudes are \(a\) and \(b\):

\[
P = z\,(a\,r^{\gamma} + b\,r^{-\gamma}), \qquad
Q = a(\kappa+\gamma)\,r^{\gamma} + b(\kappa-\gamma)\,r^{-\gamma}.
\]

The nucleus has radius \(R>0\), and its interior enters only through the surface ratio \(t\), defined by \(Q(R)=tP(R)\).

## The irregular amplitude set by the nuclear surface

If \(\kappa-\gamma-tz\neq 0\), a solution of the point-charge system satisfies \(Q(R)=tP(R)\) exactly when

\[
b = -a\,R^{2\gamma}\,\frac{\kappa+\gamma-tz}{\kappa-\gamma-tz}.
\]

For two radii \(R\) and \(R'\) with the same \(\kappa\), \(z\), \(t\) and \(a\), the irregular amplitudes \(b\) and \(b'\) therefore obey

\[
b' = \left(\frac{R'}{R}\right)^{2\gamma} b .
\]

The modes above are not normalised. Scaling both so that their large component is \(r^{\pm\gamma}\) leaves \(b/a\) unchanged. If instead the coefficient vectors \((z,\kappa\pm\gamma)\) are scaled to unit length, \(b/a\) is multiplied by \(|\kappa-\gamma|/z\). The power of \(R\) is the same in every case.

## Finite-nucleus boundary conditions and isotope scaling

A radial Dirac solver can replace the nuclear interior by the ratio \(t\) at the surface and start its outward integration there. The formula then gives the mixture of modes that the solver has started with. In relativistic electronic structure this determines how nuclear size enters a one-electron radial function, within the leading small-radius equations.

The scaling relation also gives a test. Run the solver for two nuclear radii with the same charge and the same shape of charge distribution, extract \(b/a\) just outside each surface, and compare the ratio of the two values with \((R'/R)^{2\gamma}\). A full solver keeps the energy and mass terms, so agreement should be approximate and should improve as the radii shrink.

The field shift is the change of an energy level caused by a change of nuclear size. The result here concerns the wavefunction amplitude behind that shift. Passing from \(b/a\) to an energy needs a further perturbative argument.

## From power-law modes to the surface condition

**The modes.** Insert \(P=zr^s\) and \(Q=(\kappa+s)r^s\). The first equation requires

\[
zs = -\kappa z + z(\kappa+s),
\]

which always holds. The second requires

\[
(\kappa+s)s = \kappa(\kappa+s) - z^2,
\]

which reduces to \(s^2=\kappa^2-z^2\). Hence \(s=\pm\gamma\), and by linearity every combination of the two modes is a solution.

**Every solution is such a combination.** For \(s=\pm\gamma\) define the projection

\[
X_s(r) = zP(r) - (\kappa+s)Q(r).
\]

Using the differential equations and then \(z^2-\kappa^2=-s^2\),

\[
rX_s' = szP + (z^2-\kappa^2-\kappa s)Q = szP - s(\kappa+s)Q = sX_s .
\]

So \(r^{-s}X_s\) has zero derivative on \(r>0\), and \(X_s(r)=C_s r^s\) with \(C_s=X_s(1)\). The components follow from the two projections:

\[
2\gamma Q = X_{-\gamma}-X_{\gamma}, \qquad
2\gamma zP = (\kappa+\gamma)X_{-\gamma}-(\kappa-\gamma)X_{\gamma}.
\]

Comparing these with the two-mode form, and using \((\kappa+\gamma)(\kappa-\gamma)=z^2\), gives

\[
a = -\frac{(\kappa-\gamma)C_\gamma}{2\gamma z^2}, \qquad
b = \frac{(\kappa+\gamma)C_{-\gamma}}{2\gamma z^2}.
\]

In a code, \(C_s\) can be estimated as \(r^{-s}X_s(r)\) at a grid radius where the point-charge system is a good approximation. For \(C_{-\gamma}\), and so for \(b\), that radius should lie just outside the nucleus. The irregular part falls off as \(r^{-2\gamma}\) relative to the regular part, so farther out the effect of the neglected energy and mass terms can exceed it.

**Matching at the surface.** Putting the two-mode form into \(Q(R)=tP(R)\) and collecting terms gives

\[
a(\kappa+\gamma-tz)R^\gamma + b(\kappa-\gamma-tz)R^{-\gamma}=0 .
\]

Multiplying by \(R^\gamma\) and dividing by \(\kappa-\gamma-tz\) gives the formula for \(b\). Each step can be reversed, so the condition and the formula are equivalent. Writing the formula for \(R\) and for \(R'\) with the same \(a\) and \(t\) gives the scaling relation.

## The Lean file

```lean
import Mathlib

open Set

namespace FieldShift

noncomputable section

/-- The exponent `γ = √(κ² - z²)` of the Dirac modes near a point charge, for `|z| ≤ |κ|`. -/
def gam (κ z : ℝ) : ℝ := √(κ ^ 2 - z ^ 2)

/-- The radial Dirac equations at small radius, `P' = -κP/r + VQ` and `Q' = κQ/r - VP`,
hold at every point of `S`, a set of nonzero radii. -/
def SolvesDirac (κ : ℝ) (V : ℝ → ℝ) (S : Set ℝ) (P Q : ℝ → ℝ) : Prop :=
  ∀ r ∈ S, HasDerivAt P (-κ / r * P r + V r * Q r) r ∧
    HasDerivAt Q (κ / r * Q r - V r * P r) r

/-- Large component of `a` times the mode `r^γ` plus `b` times the mode `r^(-γ)`, for `r > 0`. -/
def large (κ z a b r : ℝ) : ℝ :=
  a * (z * r ^ gam κ z) + b * (z * r ^ (-gam κ z))

/-- Small component of `a` times the mode `r^γ` plus `b` times the mode `r^(-γ)`, for `r > 0`. -/
def small (κ z a b r : ℝ) : ℝ :=
  a * ((κ + gam κ z) * r ^ gam κ z) + b * ((κ - gam κ z) * r ^ (-gam κ z))

/-- The irregular admixture `-R^(2γ) (κ + γ - tz) / (κ - γ - tz)` for surface ratio `t` and
nuclear radius `R > 0`, defined for `κ - γ - tz ≠ 0`. -/
def admixture (κ z t R : ℝ) : ℝ :=
  -R ^ (2 * gam κ z) * (κ + gam κ z - t * z) / (κ - gam κ z - t * z)

/-- For `0 < z < |κ|` the exponent `γ` is positive and `γ² = κ² - z²`. -/
theorem gam_spec {κ z : ℝ} (hz : 0 < z) (hκ : z < |κ|) :
    0 < gam κ z ∧ gam κ z ^ 2 = κ ^ 2 - z ^ 2 := by
  have h : 0 < κ ^ 2 - z ^ 2 := by
    have := sq_abs κ
    nlinarith
  exact ⟨Real.sqrt_pos.mpr h, Real.sq_sqrt h.le⟩

/-- If `s² = κ² - z²`, the mode `r^s (z, κ + s)` solves the point-charge equations on `r > 0`. -/
theorem power_solution {κ z s : ℝ} (hs : s ^ 2 = κ ^ 2 - z ^ 2) :
    SolvesDirac κ (fun r => z / r) (Ioi 0)
      (fun r => z * r ^ s) (fun r => (κ + s) * r ^ s) := by
  intro r hr
  have hr0 : 0 < r := hr
  have h : HasDerivAt (fun x : ℝ => x ^ s) (s * (r ^ s / r)) r := by
    have h' := Real.hasDerivAt_rpow_const (x := r) (p := s) (Or.inl hr0.ne')
    rwa [Real.rpow_sub_one hr0.ne'] at h'
  constructor
  · refine (h.const_mul z).congr_deriv ?_
    beta_reduce
    ring
  · refine (h.const_mul (κ + s)).congr_deriv ?_
    beta_reduce
    linear_combination (r ^ s / r) * hs

/-- For `0 < z < |κ|`, every combination of the two modes solves the point-charge equations
on `r > 0`. -/
theorem combination_solves {κ z : ℝ} (hz : 0 < z) (hκ : z < |κ|) (a b : ℝ) :
    SolvesDirac κ (fun r => z / r) (Ioi 0) (large κ z a b) (small κ z a b) := by
  have hg := (gam_spec hz hκ).2
  have h1 := power_solution hg
  have h2 := power_solution (κ := κ) (z := z) (s := -gam κ z) (by rw [neg_sq]; exact hg)
  simp only [← sub_eq_add_neg] at h2
  intro r hr
  have hP := ((h1 r hr).1.const_mul a).fun_add ((h2 r hr).1.const_mul b)
  have hQ := ((h1 r hr).2.const_mul a).fun_add ((h2 r hr).2.const_mul b)
  exact ⟨hP.congr_deriv (by simp only [large, small]; ring),
    hQ.congr_deriv (by simp only [large, small]; ring)⟩

/-- If `s² = κ² - z²`, then for every solution of the point-charge equations on `r > 0` the
combination `zP - (κ + s)Q` is its value at `r = 1` times `r^s`. -/
theorem mode_projection {κ z s : ℝ} (hs : s ^ 2 = κ ^ 2 - z ^ 2) {P Q : ℝ → ℝ}
    (h : SolvesDirac κ (fun r => z / r) (Ioi 0) P Q) {r : ℝ} (hr : 0 < r) :
    z * P r - (κ + s) * Q r = (z * P 1 - (κ + s) * Q 1) * r ^ s := by
  -- the projection divided by `r^s` has zero derivative
  have hd : ∀ x ∈ Ioi (0 : ℝ),
      HasDerivAt (fun y => y ^ (-s) * (z * P y - (κ + s) * Q y)) 0 x := by
    intro x hx
    have hx0 : 0 < x := hx
    have hp := Real.hasDerivAt_rpow_const (x := x) (p := -s) (Or.inl hx0.ne')
    rw [Real.rpow_sub_one hx0.ne'] at hp
    have hX := ((h x hx).1.const_mul z).fun_sub ((h x hx).2.const_mul (κ + s))
    refine (hp.fun_mul hX).congr_deriv ?_
    beta_reduce
    linear_combination (x ^ (-s) / x * Q x) * hs
  have hF := isOpen_Ioi.is_const_of_deriv_eq_zero isPreconnected_Ioi
    (fun x hx => (hd x hx).differentiableAt.differentiableWithinAt)
    (fun x hx => (hd x hx).deriv) (mem_Ioi.mpr hr) (mem_Ioi.mpr one_pos)
  simp only [Real.one_rpow, one_mul] at hF
  have hm : r ^ s * r ^ (-s) = 1 := by
    rw [← Real.rpow_add hr, add_neg_cancel, Real.rpow_zero]
  linear_combination r ^ s * hF - (z * P r - (κ + s) * Q r) * hm

/-- For `0 < z < |κ|`, every solution of the point-charge equations on `r > 0` is a combination
of the two modes. -/
theorem solution_is_combination {κ z : ℝ} (hz : 0 < z) (hκ : z < |κ|) {P Q : ℝ → ℝ}
    (h : SolvesDirac κ (fun r => z / r) (Ioi 0) P Q) :
    ∃ a b, ∀ r, 0 < r → P r = large κ z a b r ∧ Q r = small κ z a b r := by
  obtain ⟨hg0, hg⟩ := gam_spec hz hκ
  have hgn := hg0.ne'
  have hzn := hz.ne'
  -- amplitudes read off from the two projections
  obtain ⟨a, ha⟩ : ∃ a, 2 * gam κ z * z ^ 2 * a =
      -(z * P 1 - (κ + gam κ z) * Q 1) * (κ - gam κ z) :=
    ⟨-(z * P 1 - (κ + gam κ z) * Q 1) * (κ - gam κ z) / (2 * gam κ z * z ^ 2),
      by field_simp⟩
  obtain ⟨b, hb⟩ : ∃ b, 2 * gam κ z * z ^ 2 * b =
      (z * P 1 - (κ - gam κ z) * Q 1) * (κ + gam κ z) :=
    ⟨(z * P 1 - (κ - gam κ z) * Q 1) * (κ + gam κ z) / (2 * gam κ z * z ^ 2),
      by field_simp⟩
  refine ⟨a, b, fun r hr => ?_⟩
  have h1 := mode_projection hg h hr
  have h2 := mode_projection (s := -gam κ z) (by rw [neg_sq]; exact hg) h hr
  constructor
  · apply mul_left_cancel₀ (show 2 * gam κ z * z ≠ 0 by positivity)
    simp only [large]
    linear_combination (κ + gam κ z) * h2 - (κ - gam κ z) * h1
      - r ^ gam κ z * ha - r ^ (-gam κ z) * hb
  · apply mul_left_cancel₀ (show 2 * gam κ z * z ^ 2 ≠ 0 by positivity)
    simp only [small]
    linear_combination z ^ 2 * h2 - z ^ 2 * h1 - (κ + gam κ z) * r ^ gam κ z * ha
      - (κ - gam κ z) * r ^ (-gam κ z) * hb
      - ((z * P 1 - (κ + gam κ z) * Q 1) * r ^ gam κ z
        - (z * P 1 - (κ - gam κ z) * Q 1) * r ^ (-gam κ z)) * hg

/-- If `R > 0` and `κ - γ - tz ≠ 0`, a combination of the modes has `Q(R) = t P(R)` exactly when
its irregular amplitude is `b = -a R^(2γ) (κ + γ - tz) / (κ - γ - tz)`. -/
theorem surface_matching {κ z t R : ℝ} (hR : 0 < R) (hD : κ - gam κ z - t * z ≠ 0)
    (a b : ℝ) :
    small κ z a b R = t * large κ z a b R ↔ b = a * admixture κ z t R := by
  have hm : R ^ gam κ z * R ^ (-gam κ z) = 1 := by
    rw [← Real.rpow_add hR, add_neg_cancel, Real.rpow_zero]
  have e : a * admixture κ z t R =
      -(a * (R ^ gam κ z) ^ 2 * (κ + gam κ z - t * z)) / (κ - gam κ z - t * z) := by
    rw [admixture, two_mul, Real.rpow_add hR]
    ring
  rw [e, eq_div_iff hD]
  simp only [large, small]
  constructor <;> intro h
  · linear_combination R ^ gam κ z * h - b * (κ - gam κ z - t * z) * hm
  · linear_combination R ^ (-gam κ z) * h
      - a * (κ + gam κ z - t * z) * R ^ gam κ z * hm


/-- The `R^(2γ)` law: for `0 < z < |κ|`, `R > 0` and `κ - γ - tz ≠ 0`, a solution of the
point-charge equations on `r > 0` has `Q(R) = t P(R)` exactly when it is a combination of the
modes whose irregular amplitude is `admixture κ z t R` times the regular one. -/
theorem field_shift_law {κ z t R : ℝ} (hz : 0 < z) (hκ : z < |κ|) (hR : 0 < R)
    (hD : κ - gam κ z - t * z ≠ 0) {P Q : ℝ → ℝ}
    (h : SolvesDirac κ (fun r => z / r) (Ioi 0) P Q) :
    Q R = t * P R ↔ ∃ a, ∀ r, 0 < r →
      P r = large κ z a (a * admixture κ z t R) r ∧
      Q r = small κ z a (a * admixture κ z t R) r := by
  constructor
  · intro hQ
    obtain ⟨a, b, hab⟩ := solution_is_combination hz hκ h
    rw [(hab R hR).1, (hab R hR).2, surface_matching hR hD] at hQ
    subst hQ
    exact ⟨a, hab⟩
  · rintro ⟨a, ha⟩
    rw [(ha R hR).1, (ha R hR).2]
    exact (surface_matching hR hD _ _).mpr rfl

/-- For `κ - γ - tz ≠ 0`, two mode combinations with the same `κ` and `z`, the same surface ratio
`t` at the radii `R, R' > 0` respectively, and the same regular amplitude have irregular amplitudes
related by `b' = (R'/R)^(2γ) b`. -/
theorem isotope_scaling {κ z t R R' a b b' : ℝ} (hR : 0 < R) (hR' : 0 < R')
    (hD : κ - gam κ z - t * z ≠ 0)
    (h : small κ z a b R = t * large κ z a b R)
    (h' : small κ z a b' R' = t * large κ z a b' R') :
    b' = (R' / R) ^ (2 * gam κ z) * b := by
  rw [surface_matching hR hD] at h
  rw [surface_matching hR' hD] at h'
  have hu : R ^ (2 * gam κ z) ≠ 0 := (Real.rpow_pos_of_pos hR _).ne'
  rw [h', h, admixture, admixture, Real.div_rpow hR'.le hR.le]
  field_simp


end

end FieldShift
```

```lean
#print axioms FieldShift.combination_solves
#print axioms FieldShift.field_shift_law
#print axioms FieldShift.isotope_scaling
```

```
'FieldShift.combination_solves' depends on axioms: [propext, Classical.choice, Quot.sound]
'FieldShift.field_shift_law' depends on axioms: [propext, Classical.choice, Quot.sound]
'FieldShift.isotope_scaling' depends on axioms: [propext, Classical.choice, Quot.sound]
```

## Reading the statements as radial physics

All quantities are real numbers or real functions. In particular, `κ` need not be an integer. Its physical values are the nonzero integers, and all of them satisfy \(|\kappa|>z\) when \(z<1\). `gam κ z` is \(\gamma\), `large κ z a b` and `small κ z a b` are the two components of the mode combination, and `admixture κ z t R` is the ratio \(b/a\) from the formula.

`SolvesDirac κ V S P Q` says that the radial equations hold, as genuine derivatives, at every point of the set `S`. The function `V` is the strength of the attraction, positive for an electron near a nucleus. The theorems use it only with `V = z / r` and with `S = Ioi 0`, the half-line \(r>0\).

The main theorem, `field_shift_law`, takes any solution of the point-charge equations on that half-line. It states that `Q R = t * P R` holds if and only if there is an `a` for which `P` and `Q` equal the mode combination with irregular amplitude `a * admixture κ z t R` at every positive radius. The two-mode form is thus a conclusion about the solution. `isotope_scaling` is a statement about two mode combinations that share `κ`, `z`, `t` and `a`.

## What each lemma contributes

- `gam_spec` proves \(\gamma>0\) and \(\gamma^2=\kappa^2-z^2\) from \(0<z<|\kappa|\).
- `power_solution` differentiates \(r^s\) and checks both equations. The second check closes with `linear_combination (r ^ s / r) * hs`, which is the substitution \(s^2=\kappa^2-z^2\).
- `combination_solves` adds the two modes, so every pair of amplitudes does give a solution.
- `mode_projection` shows that \(r^{-s}X_s\) has derivative zero. It then uses the fact that such a function is constant on a connected open set, and compares the radii \(r\) and \(1\).
- `solution_is_combination` defines `a` and `b` by the expressions in \(C_{\pm\gamma}\) above. It proves the formulas for \(P\) and \(Q\) after multiplying by the nonzero factors \(2\gamma z\) and \(2\gamma z^2\).
- `surface_matching` clears the denominator with `eq_div_iff hD`. One direction multiplies the surface condition by \(R^\gamma\), and the other multiplies the formula by \(R^{-\gamma}\).
- `field_shift_law` joins the last two results, and `isotope_scaling` applies `surface_matching` at each radius and simplifies the quotient.

## Range of validity for a finite nucleus

The theorem asks for the point-charge equations at all \(r>0\), whereas a real electron obeys them, approximately, only outside the nucleus and close to it. The functions `P` and `Q` should therefore be read as the exterior solution continued inward as if the charge were a point. The true interior function enters through \(t\) alone, and the file does not compute \(t\) from a charge distribution.

Equal \(t\) for two isotopes is a hypothesis. It stands for nuclei of equal total charge whose charge distributions differ only by a change of length scale. When energy and mass are neglected inside as well, rescaling the radius turns one interior problem into the other, and the surface ratio stays the same. If the shape of the charge distribution changes between isotopes, \(t\) generally changes too, and the simple power of \(R'/R\) no longer relates the amplitudes.

The neglect of the energy and mass terms requires \(r\) to be small compared with \(z\) times the reduced Compton wavelength of the electron, a stricter demand for light nuclei. The file contains no estimate of the error made at finite \(r\), and none of the rounding or discretisation error of a solver.

The condition \(\kappa-\gamma-tz\neq0\) excludes the surface ratio of the purely irregular mode. At that ratio the matching equation forces \(a=0\) and leaves \(b\) free, so no finite value of \(b/a\) describes the solution. A code that evaluates the formula should test this denominator. A nonzero solution with \(P(R)=0\) has no finite ratio \(t\) and needs a separate matching condition.
